# The adiabatic connection formula for an eigenvalue of H₀ + sV

## Physical setting

Suppose a term V is added to a Hamiltonian H₀ and we want the shift of one energy level. The expectation value of V in the initial or the final eigenvector generally gives the wrong number. Take H₀ = σz and V = σx, the Pauli matrices diag(1, −1) and the matrix with rows (0, 1), (1, 0). The upper level moves from 1 to √2, a shift of 0.414. The expectation value of V is 0 in the initial eigenvector and 0.707 in the final one. The first estimate ignores the change of the state. The second counts the full V-energy of the changed state but omits the accompanying change in the expectation value of H₀, which falls from 1 to 0.707.

The adiabatic connection repairs this. One switches V on through H(s) = H₀ + sV, with a real coupling strength s running from 0 to 1, follows one eigenvector ψ(s), and averages the expectation value of V along the way. The word "adiabatic" refers to staying on one eigenstate; there is no time evolution. In electronic structure, with H₀ the non-interacting part and V the electron repulsion, this writes the interaction energy shift as a coupling-constant integral, here for a finite basis and a linear one-parameter path. The density-functional formula of the same name also adjusts the external potential with s to keep the density fixed, and that construction is not modelled.

## Statement

Let the index i run over a finite set n of basis states. For vectors φ, χ with complex components φᵢ, χᵢ and a matrix A with entries Aᵢⱼ, with a star for complex conjugation, write

    ⟨φ, χ⟩ = Σᵢ φᵢ* χᵢ,    ⟨φ, Aχ⟩ = Σᵢ Σⱼ φᵢ* Aᵢⱼ χⱼ

Let H₀ and V be Hermitian. Suppose that for every s in [0, 1] a vector ψ(s) and a real number E(s) satisfy

    (H₀ + sV) ψ(s) = E(s) ψ(s),    ⟨ψ(s), ψ(s)⟩ = 1

and that ψ is continuous on [0, 1]. Then

    E(1) − E(0) = ∫₀¹ ⟨ψ(s), Vψ(s)⟩ ds

The vector ψ need not be differentiable, and no regularity of E is assumed. A continuously differentiable eigenvector defined for all real s is a special case.

## Derivation

Step 1, two eigenpairs. Let Aφ = aφ with A Hermitian and a real, and let Bχ = bχ with b real. Moving A onto the left vector gives ⟨φ, Aχ⟩ = ⟨Aφ, χ⟩ = a⟨φ, χ⟩, while ⟨φ, Bχ⟩ = b⟨φ, χ⟩ directly. Subtracting,

    (b − a) ⟨φ, χ⟩ = ⟨φ, (B − A)χ⟩

Step 2, continuity. Let H(s) be any family of Hermitian matrices with entrywise derivative H′(s) and unit eigenvector ψ(s). Then ⟨ψ(s), H(s)ψ(s)⟩ = E(s)⟨ψ(s), ψ(s)⟩ = E(s). A matrix element is a finite sum of products of components and entries, so it converges when they do. Hence E is continuous wherever ψ and H are.

Step 3, Hellmann–Feynman. Let ψ be continuous at s and take t ≠ s nearby. Step 1 with A = H(s), φ = ψ(s), B = H(t), χ = ψ(t) reads

    (E(t) − E(s)) ⟨ψ(s), ψ(t)⟩ = ⟨ψ(s), (H(t) − H(s)) ψ(t)⟩

As t → s the overlap tends to ⟨ψ(s), ψ(s)⟩ = 1, so it is nonzero for t close to s, and we may divide by it and by t − s:

    (E(t) − E(s))/(t − s) = ⟨ψ(s), [(H(t) − H(s))/(t − s)] ψ(t)⟩ / ⟨ψ(s), ψ(t)⟩

The bracket tends to H′(s), ψ(t) tends to ψ(s), and the denominator tends to 1. So E is differentiable at s with

    E′(s) = ⟨ψ(s), H′(s)ψ(s)⟩

No derivative of ψ occurs.

Step 4, integration. Let a ≤ b now be the endpoints of an interval on which ψ and H′ are continuous. E is continuous on [a, b] by step 2 and differentiable inside by step 3, with a derivative that is continuous on [a, b]. The fundamental theorem of calculus gives

    E(b) − E(a) = ∫ₐᵇ ⟨ψ(s), H′(s)ψ(s)⟩ ds

Step 5. For real s the matrix H₀ + sV is Hermitian and its derivative is the constant V. Setting a = 0 and b = 1 gives the statement.

Worked instance. For σz + sσx, with rows (1, s) and (s, −1), put E = √(1 + s²). Acting on (E + 1, s) gives (E + 1 + s², sE) = E·(E + 1, s), using E² = 1 + s². The squared length is (E + 1)² + s² = 2E(E + 1), so

    ψ(s) = (E + 1, s)/√(2E(E + 1)),    ⟨ψ, σxψ⟩ = 2s(E + 1)/(2E(E + 1)) = s/√(1 + s²)

At s = 3/4 one has E = 5/4, ψ = (3, 1)/√10 and ⟨ψ, σxψ⟩ = 3/5. The integrand is the derivative of √(1 + s²), so the integral is √2 − 1 ≈ 0.414 = E(1) − E(0). Simpson's rule on the values 0, 0.447, 0.707 at s = 0, 1/2, 1 gives 0.416.

## What the formal version assumes

States are functions `n → ℂ`. `overlap φ χ` is ⟨φ, χ⟩, conjugate-linear in the first slot, `element φ A χ` is ⟨φ, Aχ⟩, and `coupled H₀ V s` is H₀ + sV. The basis is orthonormal, since no overlap matrix appears. The eigenvalue is real by its type `E : ℝ → ℝ`. In `adiabatic_connection`, `hH₀` and `hV` are hermiticity, `hψ` is continuity on `Set.Icc 0 1`, that is [0, 1], `hnorm` is normalisation and `heig` the eigenvalue equation. Values of ψ and E outside [0, 1] are unconstrained. The conclusion is an equation in ℂ, and `adiabatic_connection_real` restates it in ℝ with the real part of the integrand.

`hellmann_feynman` is local: hermiticity, normalisation, continuity of ψ and differentiability of H are required at s only, and the eigenvalue equation near s. In `coupling_integral` the derivative `hH'` is two-sided at the endpoints too, which H₀ + sV satisfies automatically.

The dimension is finite, so unbounded operators and continuous spectrum are excluded. With one basis state the formula reads (H₀ + V) − H₀ = V; with none, no unit vector exists. The level need not be the ground state or non-degenerate. If levels cross, a continuous ψ that starts as the ground state can end as an excited state. The existence of a continuous ψ is assumed and not derived; `adiabatic_connection_witness` supplies one for σz + sσx, the upper level of the worked instance, for all real s.

Continuity is what ties ψ(s) to one level. Take H₀ = σz and V the identity matrix, with levels 1 + s and −1 + s. Let ψ(s) = (1, 0) for s < 1 and (0, 1) for s ≥ 1. This is a unit eigenvector for every s, with E(0) = 1 and E(1) = 0. The integrand ⟨ψ, ψ⟩ equals 1 throughout, so the integral is 1 while E(1) − E(0) = −1. The mismatch is the gap of 2 between the levels, and a discontinuity at one point of [0, 1] produces it. `adiabatic_connection_fails_for_jump` states these values.

One could instead model the state by its projector P(s) = ψ(s)ψ(s)†, with † the conjugate transpose and integrand the trace Tr(P(s)V). With Q the projector on χ and P that on φ, step 1 would become (b − a) Tr(PQ) = Tr(P(B − A)Q), and only continuity of P would be asked. That would admit eigenvectors whose phase jumps, which `hψ` rejects although the integrand does not depend on the phase. The file contains neither this variant nor the evaluation of the expectation values and the integral for σz + sσx.

## The file

In Lean 4 with Mathlib:

```lean
import Mathlib

open Matrix Filter Topology

namespace AdiabaticConnection

noncomputable section

variable {n : Type*} [Fintype n]

/-- The overlap `⟨φ, χ⟩` of two state vectors. -/
def overlap (φ χ : n → ℂ) : ℂ := star φ ⬝ᵥ χ

/-- The matrix element `⟨φ, A χ⟩` of an operator between two state vectors. -/
def element (φ : n → ℂ) (A : Matrix n n ℂ) (χ : n → ℂ) : ℂ := star φ ⬝ᵥ A *ᵥ χ

/-- The Hamiltonian `H₀ + s V` at coupling strength `s`. -/
def coupled (H₀ V : Matrix n n ℂ) (s : ℝ) : Matrix n n ℂ := H₀ + (s : ℂ) • V

/-- If `A φ = a φ` with `A` Hermitian and `B χ = b χ`, then
`(b - a) ⟨φ, χ⟩ = ⟨φ, (B - A) χ⟩`. -/
theorem eigenvalue_difference {A B : Matrix n n ℂ} {φ χ : n → ℂ} {a b : ℝ}
    (hA : A.IsHermitian) (hφ : A *ᵥ φ = (a : ℂ) • φ) (hχ : B *ᵥ χ = (b : ℂ) • χ) :
    ((b : ℂ) - a) * overlap φ χ = element φ (B - A) χ := by
  -- the Hermitian operator `A` acts to the left on its eigenvector
  have hleft : star φ ᵥ* A = (a : ℂ) • star φ := by
    have hs : star (a : ℂ) = a := by simp
    have h := congrArg star hφ
    rw [Matrix.star_mulVec, hA.eq, star_smul, hs] at h
    exact h
  have h1 : star φ ⬝ᵥ A *ᵥ χ = a * (star φ ⬝ᵥ χ) := by
    rw [Matrix.dotProduct_mulVec, hleft, smul_dotProduct, smul_eq_mul]
  have h2 : star φ ⬝ᵥ B *ᵥ χ = b * (star φ ⬝ᵥ χ) := by
    rw [hχ, dotProduct_smul, smul_eq_mul]
  unfold overlap element
  rw [Matrix.sub_mulVec, dotProduct_sub, h1, h2]
  ring

/-- The expectation value of an operator in a unit eigenvector is the eigenvalue. -/
theorem element_eigenvector {A : Matrix n n ℂ} {ψ : n → ℂ} {E : ℝ}
    (hnorm : overlap ψ ψ = 1) (heig : A *ᵥ ψ = (E : ℂ) • ψ) : element ψ A ψ = E := by
  unfold overlap at hnorm
  unfold element
  rw [heig, dotProduct_smul, smul_eq_mul, hnorm, mul_one]

/-- If the bra, the ket and every entry of the operator converge, the matrix element converges
to the matrix element of the limits. -/
theorem tendsto_element {ι : Type*} {l : Filter ι} {φ χ : ι → n → ℂ} {A : ι → Matrix n n ℂ}
    {φ₀ χ₀ : n → ℂ} {A₀ : Matrix n n ℂ} (hφ : Tendsto φ l (𝓝 φ₀))
    (hA : ∀ i j, Tendsto (fun t => A t i j) l (𝓝 (A₀ i j))) (hχ : Tendsto χ l (𝓝 χ₀)) :
    Tendsto (fun t => element (φ t) (A t) (χ t)) l (𝓝 (element φ₀ A₀ χ₀)) := by
  simp only [element, dotProduct, Matrix.mulVec, Pi.star_apply]
  exact tendsto_finsetSum _ fun i _ => ((tendsto_pi_nhds.1 hφ i).star).mul
    (tendsto_finsetSum _ fun j _ => (hA i j).mul (tendsto_pi_nhds.1 hχ j))

/-- The expectation value `⟨ψ(s), A(s) ψ(s)⟩` is continuous on a set where the state and the
entries of the operator are continuous. -/
theorem continuousOn_element {ψ : ℝ → n → ℂ} {A : ℝ → Matrix n n ℂ} {S : Set ℝ}
    (hψ : ContinuousOn ψ S) (hA : ∀ i j, ContinuousOn (fun s => A s i j) S) :
    ContinuousOn (fun s => element (ψ s) (A s) (ψ s)) S := by
  intro s hs
  exact tendsto_element (A := A) (A₀ := A s) (hψ s hs).tendsto
    (fun i j => (hA i j s hs).tendsto) (hψ s hs).tendsto

/-- Hellmann-Feynman theorem: let `H(t) ψ(t) = E(t) ψ(t)` near `s`, with `H(s)` Hermitian, `H`
differentiable at `s` with derivative `H'`, and `ψ` continuous and normalised at `s`. Then `E`
is differentiable at `s` with derivative `⟨ψ(s), H' ψ(s)⟩`. -/
theorem hellmann_feynman {H : ℝ → Matrix n n ℂ} {H' : Matrix n n ℂ} {ψ : ℝ → n → ℂ}
    {E : ℝ → ℝ} {s : ℝ} (hH : (H s).IsHermitian)
    (hH' : ∀ i j, HasDerivAt (fun t => H t i j) (H' i j) s)
    (hψ : ContinuousAt ψ s) (hnorm : overlap (ψ s) (ψ s) = 1)
    (heig : ∀ᶠ t in 𝓝 s, H t *ᵥ ψ t = (E t : ℂ) • ψ t) :
    HasDerivAt (fun t => (E t : ℂ)) (element (ψ s) H' (ψ s)) s := by
  rw [hasDerivAt_iff_tendsto_slope]
  have h0 : H s *ᵥ ψ s = (E s : ℂ) • ψ s := heig.self_of_nhds
  have hψ' : Tendsto ψ (𝓝[≠] s) (𝓝 (ψ s)) := hψ.tendsto.mono_left nhdsWithin_le_nhds
  -- the matrix element of the difference quotient of `H` tends to `⟨ψ(s), H' ψ(s)⟩`
  have hnum : Tendsto (fun t => element (ψ s) ((t - s)⁻¹ • (H t - H s)) (ψ t)) (𝓝[≠] s)
      (𝓝 (element (ψ s) H' (ψ s))) := by
    refine tendsto_element tendsto_const_nhds (fun i j => ?_) hψ'
    refine (hasDerivAt_iff_tendsto_slope.1 (hH' i j)).congr fun t => ?_
    simp only [slope_def_module, Matrix.smul_apply, Matrix.sub_apply]
  -- the overlap `⟨ψ(s), ψ(t)⟩` tends to one
  have hden : Tendsto (fun t => overlap (ψ s) (ψ t)) (𝓝[≠] s) (𝓝 1) := by
    rw [← hnorm]
    simp only [overlap, dotProduct]
    exact tendsto_finsetSum _ fun i _ => tendsto_const_nhds.mul (tendsto_pi_nhds.1 hψ' i)
  have hq := hnum.div hden one_ne_zero
  rw [div_one] at hq
  refine hq.congr' ?_
  have hne : ∀ᶠ t in 𝓝[≠] s, overlap (ψ s) (ψ t) ≠ 0 := hden.eventually_ne one_ne_zero
  filter_upwards [hne, heig.filter_mono nhdsWithin_le_nhds] with t ht het
  -- their ratio is the difference quotient of `E`
  have key := eigenvalue_difference hH h0 het
  have hsm : element (ψ s) ((t - s)⁻¹ • (H t - H s)) (ψ t)
      = (t - s)⁻¹ • element (ψ s) (H t - H s) (ψ t) := by
    unfold element
    rw [Matrix.smul_mulVec, dotProduct_smul]
  simp only [Pi.div_apply, slope_def_module]
  rw [hsm, ← key, div_eq_iff ht, smul_mul_assoc]

/-- Along a path of Hermitian matrices `H(s)` on `[a, b]` with continuous derivative `H'(s)`,
a continuous unit eigenvector `ψ(s)` with real eigenvalue `E(s)` satisfies
`E(b) - E(a) = ∫ ⟨ψ(s), H'(s) ψ(s)⟩ ds`. -/
theorem coupling_integral {H H' : ℝ → Matrix n n ℂ} {ψ : ℝ → n → ℂ} {E : ℝ → ℝ} {a b : ℝ}
    (hab : a ≤ b) (hH : ∀ s ∈ Set.Icc a b, (H s).IsHermitian)
    (hH' : ∀ s ∈ Set.Icc a b, ∀ i j, HasDerivAt (fun t => H t i j) (H' s i j) s)
    (hcont : ∀ i j, ContinuousOn (fun s => H' s i j) (Set.Icc a b))
    (hψ : ContinuousOn ψ (Set.Icc a b))
    (hnorm : ∀ s ∈ Set.Icc a b, overlap (ψ s) (ψ s) = 1)
    (heig : ∀ s ∈ Set.Icc a b, H s *ᵥ ψ s = (E s : ℂ) • ψ s) :
    (E b : ℂ) - E a = ∫ s in a..b, element (ψ s) (H' s) (ψ s) := by
  symm
  refine intervalIntegral.integral_eq_sub_of_hasDerivAt_of_le
    (f := fun s => (E s : ℂ)) hab ?_ ?_ ?_
  · -- `E(s) = ⟨ψ(s), H(s) ψ(s)⟩` is continuous up to the endpoints
    have hc : ContinuousOn (fun s => element (ψ s) (H s) (ψ s)) (Set.Icc a b) :=
      continuousOn_element hψ fun i j s hs => (hH' s hs i j).continuousAt.continuousWithinAt
    exact hc.congr fun s hs => (element_eigenvector (hnorm s hs) (heig s hs)).symm
  · -- Hellmann-Feynman in the interior
    intro s hs
    have hs' := Set.Ioo_subset_Icc_self hs
    have hn : Set.Icc a b ∈ 𝓝 s := Icc_mem_nhds hs.1 hs.2
    have hev : ∀ᶠ t in 𝓝 s, H t *ᵥ ψ t = (E t : ℂ) • ψ t := by
      filter_upwards [hn] with t ht using heig t ht
    exact hellmann_feynman (H := H) (hH s hs') (hH' s hs') (hψ.continuousAt hn)
      (hnorm s hs') hev
  · exact ContinuousOn.intervalIntegrable_of_Icc hab (continuousOn_element hψ hcont)

/-- Adiabatic connection: for Hermitian `H₀`, `V` and a unit eigenvector `ψ(s)` of `H₀ + s V`,
continuous on `[0, 1]`, with real eigenvalue `E(s)`, one has
`E(1) - E(0) = ∫₀¹ ⟨ψ(s), V ψ(s)⟩ ds`. -/
theorem adiabatic_connection {H₀ V : Matrix n n ℂ} {ψ : ℝ → n → ℂ} {E : ℝ → ℝ}
    (hH₀ : H₀.IsHermitian) (hV : V.IsHermitian) (hψ : ContinuousOn ψ (Set.Icc 0 1))
    (hnorm : ∀ s ∈ Set.Icc (0 : ℝ) 1, overlap (ψ s) (ψ s) = 1)
    (heig : ∀ s ∈ Set.Icc (0 : ℝ) 1, coupled H₀ V s *ᵥ ψ s = (E s : ℂ) • ψ s) :
    (E 1 : ℂ) - E 0 = ∫ s in (0 : ℝ)..1, element (ψ s) V (ψ s) := by
  refine coupling_integral (H := coupled H₀ V) (H' := fun _ => V) zero_le_one ?_ ?_
    (fun _ _ => continuousOn_const) hψ hnorm heig
  · intro s _
    have hs : star (s : ℂ) = s := by simp
    show (H₀ + (s : ℂ) • V)ᴴ = H₀ + (s : ℂ) • V
    rw [Matrix.conjTranspose_add, Matrix.conjTranspose_smul, hH₀.eq, hV.eq, hs]
  · -- the derivative of `H₀ + s V` is `V`
    intro s _ i j
    have h : HasDerivAt (fun t : ℝ => H₀ i j + (t : ℂ) * V i j) (((1 : ℝ) : ℂ) * V i j) s :=
      ((hasDerivAt_id' s).ofReal_comp.mul_const (V i j)).const_add (H₀ i j)
    rw [Complex.ofReal_one, one_mul] at h
    exact h

/-- The adiabatic connection as an identity of real numbers:
`E(1) - E(0) = ∫₀¹ Re ⟨ψ(s), V ψ(s)⟩ ds`. -/
theorem adiabatic_connection_real {H₀ V : Matrix n n ℂ} {ψ : ℝ → n → ℂ} {E : ℝ → ℝ}
    (hH₀ : H₀.IsHermitian) (hV : V.IsHermitian) (hψ : ContinuousOn ψ (Set.Icc 0 1))
    (hnorm : ∀ s ∈ Set.Icc (0 : ℝ) 1, overlap (ψ s) (ψ s) = 1)
    (heig : ∀ s ∈ Set.Icc (0 : ℝ) 1, coupled H₀ V s *ᵥ ψ s = (E s : ℂ) • ψ s) :
    E 1 - E 0 = ∫ s in (0 : ℝ)..1, (element (ψ s) V (ψ s)).re := by
  have hc : ContinuousOn (fun s => element (ψ s) V (ψ s)) (Set.Icc (0 : ℝ) 1) :=
    continuousOn_element (A := fun _ => V) hψ fun _ _ => continuousOn_const
  have hint : IntervalIntegrable (fun s => element (ψ s) V (ψ s)) MeasureTheory.volume 0 1 :=
    ContinuousOn.intervalIntegrable_of_Icc zero_le_one hc
  have h1 := Complex.reCLM.intervalIntegral_comp_comm hint
  rw [← adiabatic_connection hH₀ hV hψ hnorm heig] at h1
  simpa using h1.symm

/-- The Pauli matrix `σz`. -/
def pauliZ : Matrix (Fin 2) (Fin 2) ℂ := !![1, 0; 0, -1]

/-- The Pauli matrix `σx`. -/
def pauliX : Matrix (Fin 2) (Fin 2) ℂ := !![0, 1; 1, 0]

/-- The energy `E(s) = √(1 + s²)`. -/
def twoLevelEnergy (s : ℝ) : ℝ := Real.sqrt (1 + s ^ 2)

/-- The vector `(E(s) + 1, s)` divided by its length, with `E(s) = √(1 + s²)`. -/
def twoLevelState (s : ℝ) : Fin 2 → ℂ :=
  (((Real.sqrt ((twoLevelEnergy s + 1) ^ 2 + s ^ 2))⁻¹ : ℝ) : ℂ) •
    ![(twoLevelEnergy s : ℂ) + 1, (s : ℂ)]

/-- `σz` and `σx` are Hermitian, and `twoLevelState` is a continuous unit eigenvector of
`σz + s σx` with eigenvalue `√(1 + s²)` for every real `s`. -/
theorem adiabatic_connection_witness :
    pauliZ.IsHermitian ∧ pauliX.IsHermitian ∧ Continuous twoLevelState ∧
      (∀ s, overlap (twoLevelState s) (twoLevelState s) = 1) ∧
      ∀ s, coupled pauliZ pauliX s *ᵥ twoLevelState s
        = (twoLevelEnergy s : ℂ) • twoLevelState s := by
  have hpos : ∀ s, 0 < (twoLevelEnergy s + 1) ^ 2 + s ^ 2 := by
    intro s
    have : 0 ≤ twoLevelEnergy s := Real.sqrt_nonneg _
    positivity
  refine ⟨?_, ?_, ?_, ?_, ?_⟩
  · show pauliZᴴ = pauliZ
    ext i j
    fin_cases i <;> fin_cases j <;> simp [pauliZ, Matrix.conjTranspose_apply]
  · show pauliXᴴ = pauliX
    ext i j
    fin_cases i <;> fin_cases j <;> simp [pauliX, Matrix.conjTranspose_apply]
  · have hE : Continuous twoLevelEnergy := by
      show Continuous fun s : ℝ => Real.sqrt (1 + s ^ 2)
      fun_prop
    have hS : Continuous fun s : ℝ => Real.sqrt ((twoLevelEnergy s + 1) ^ 2 + s ^ 2) := by
      fun_prop
    have hN : Continuous fun s : ℝ => (Real.sqrt ((twoLevelEnergy s + 1) ^ 2 + s ^ 2))⁻¹ :=
      hS.inv₀ fun s => (Real.sqrt_pos.2 (hpos s)).ne'
    have h1 : Continuous fun s : ℝ => (twoLevelEnergy s : ℂ) + 1 :=
      (Complex.continuous_ofReal.comp hE).add continuous_const
    have h2 : Continuous fun s : ℝ => (s : ℂ) := Complex.continuous_ofReal
    have hv : Continuous fun s : ℝ =>
        (![(twoLevelEnergy s : ℂ) + 1, (s : ℂ)] : Fin 2 → ℂ) := by
      refine continuous_pi fun i => ?_
      fin_cases i
      · simpa using h1
      · simpa using h2
    exact (Complex.continuous_ofReal.comp hN).smul hv
  · have hgen : ∀ c e s : ℝ, c ^ 2 * ((e + 1) ^ 2 + s ^ 2) = 1 →
        overlap ((c : ℂ) • ![(e : ℂ) + 1, (s : ℂ)]) ((c : ℂ) • ![(e : ℂ) + 1, (s : ℂ)]) = 1 := by
      intro c e s h
      have h' : (c : ℂ) ^ 2 * (((e : ℂ) + 1) ^ 2 + (s : ℂ) ^ 2) = 1 := by exact_mod_cast h
      unfold overlap dotProduct
      rw [Fin.sum_univ_two]
      simp
      linear_combination h'
    intro s
    refine hgen _ _ _ ?_
    rw [inv_pow, Real.sq_sqrt (hpos s).le]
    exact inv_mul_cancel₀ (hpos s).ne'
  · have hgen : ∀ e s : ℝ, e ^ 2 = 1 + s ^ 2 →
        coupled pauliZ pauliX s *ᵥ ![(e : ℂ) + 1, (s : ℂ)]
          = (e : ℂ) • ![(e : ℂ) + 1, (s : ℂ)] := by
      intro e s h
      have h' : (e : ℂ) ^ 2 = 1 + (s : ℂ) ^ 2 := by exact_mod_cast h
      have hc : coupled pauliZ pauliX s = !![1, (s : ℂ); (s : ℂ), -1] := by
        ext i j
        fin_cases i <;> fin_cases j <;> simp [coupled, pauliZ, pauliX]
      rw [hc]
      ext i
      fin_cases i
      · simp [Matrix.mulVec, dotProduct, Fin.sum_univ_two]
        linear_combination (-1 : ℂ) * h'
      · simp [Matrix.mulVec, dotProduct, Fin.sum_univ_two]
        ring
    intro s
    have hE2 : twoLevelEnergy s ^ 2 = 1 + s ^ 2 := Real.sq_sqrt (by positivity)
    unfold twoLevelState
    rw [Matrix.mulVec_smul, hgen _ _ hE2]
    exact smul_comm _ _ _

/-- The state equal to `(1, 0)` for `s < 1` and to `(0, 1)` for `s ≥ 1`. -/
def jumpState (s : ℝ) : Fin 2 → ℂ := if s < 1 then ![1, 0] else ![0, 1]

/-- The energy equal to `1 + s` for `s < 1` and to `-1 + s` for `s ≥ 1`. -/
def jumpEnergy (s : ℝ) : ℝ := if s < 1 then 1 + s else -1 + s

/-- `jumpState` is a unit eigenvector of `σz + s·1` with eigenvalue `jumpEnergy` for every `s`,
yet the energy difference between `s = 1` and `s = 0` is `-1` while the coupling integral
is `1`. -/
theorem adiabatic_connection_fails_for_jump :
    (∀ s, overlap (jumpState s) (jumpState s) = 1) ∧
      (∀ s, coupled pauliZ 1 s *ᵥ jumpState s = (jumpEnergy s : ℂ) • jumpState s) ∧
      (jumpEnergy 1 : ℂ) - jumpEnergy 0 = -1 ∧
      ∫ s in (0 : ℝ)..1, element (jumpState s) 1 (jumpState s) = 1 := by
  have hnorm : ∀ s, overlap (jumpState s) (jumpState s) = 1 := by
    intro s
    unfold overlap dotProduct
    rw [Fin.sum_univ_two]
    by_cases h : s < 1 <;> simp [jumpState, h]
  refine ⟨hnorm, ?_, ?_, ?_⟩
  · intro s
    have hc : coupled pauliZ 1 s = !![1 + (s : ℂ), 0; 0, -1 + (s : ℂ)] := by
      ext i j
      fin_cases i <;> fin_cases j <;> simp [coupled, pauliZ]
    rw [hc]
    by_cases h : s < 1 <;> ext i <;> fin_cases i <;>
      simp [jumpState, jumpEnergy, h, Matrix.mulVec, dotProduct, Fin.sum_univ_two]
  · norm_num [jumpEnergy]
  · have h1 : ∀ s, element (jumpState s) 1 (jumpState s) = 1 := by
      intro s
      unfold element
      rw [Matrix.one_mulVec]
      exact hnorm s
    simp [h1]

end

end AdiabaticConnection
```

```lean
#print axioms AdiabaticConnection.adiabatic_connection
#print axioms AdiabaticConnection.adiabatic_connection_real
#print axioms AdiabaticConnection.adiabatic_connection_fails_for_jump
```

```
'AdiabaticConnection.adiabatic_connection' depends on axioms: [propext, Classical.choice, Quot.sound]
'AdiabaticConnection.adiabatic_connection_real' depends on axioms: [propext, Classical.choice, Quot.sound]
'AdiabaticConnection.adiabatic_connection_fails_for_jump' depends on axioms: [propext, Classical.choice, Quot.sound]
```

## Notes on the proof

`eigenvalue_difference` is step 1. `hleft` conjugates the eigenvalue equation into φ†A = aφ†, using `hA.eq` and the reality of a; `h1` and `h2` are the two matrix elements. Rewriting with `Matrix.sub_mulVec` and `dotProduct_sub` turns the right-hand side into their difference, and `ring` closes the remaining identity. B is not required to be Hermitian.

`element_eigenvector`, `tendsto_element` and `continuousOn_element` make up step 2. The second unfolds the element into its double sum and takes the limit term by term with `tendsto_finsetSum`.

`hellmann_feynman` is step 3. `hasDerivAt_iff_tendsto_slope` turns the claim into a limit of difference quotients along `𝓝[≠] s`, meaning t → s with t ≠ s. `hnum` and `hden` are the limits of numerator and denominator, and `hq` is the limit of their ratio. `hne` says the overlap is eventually nonzero. For such t, `key` is step 1, `hsm` pulls the factor 1/(t − s) out of the element, and `div_eq_iff` clears the denominator to identify the ratio with the difference quotient of E.

`coupling_integral` is step 4. The lemma `intervalIntegral.integral_eq_sub_of_hasDerivAt_of_le` leaves three goals: continuity of E on the closed interval, obtained by rewriting E as ⟨ψ, Hψ⟩; the derivative at interior points, where [a, b] is a neighbourhood of s and Hellmann–Feynman applies; and integrability, from continuity of the integrand.

`adiabatic_connection` is step 5: it checks hermiticity of H₀ + sV and differentiates `H₀ i j + (t : ℂ) * V i j` entry by entry. The real form moves the real part through the integral with `Complex.reCLM.intervalIntegral_comp_comm`.

In the witness, `hpos` keeps the squared length (E + 1)² + s² positive, which gives continuity of the normalising factor. The first `hgen` reduces normalisation to c²((e + 1)² + s²) = 1 for a real prefactor c and a real e standing for E; the second checks the eigenvalue equation on the unnormalised vector from e² = 1 + s². The jump example splits on `s < 1` and reduces the integrand to the norm, so that the integral is that of the constant 1.
